# In a finite complex matrix, two sites have equal moments at every order exactly when deleting either one leaves the same characteristic polynomial

## Sites with the same local density of states

In a finite, non-interacting tight-binding cluster, different sites can have identical local densities of states. One way to test two sites for this is to compare their moments. On a cluster of \(N+1\) sites the comparison can stop at order \(N\), because agreement up to that order forces agreement at every order.

Let \(H\) be the Hamiltonian matrix in an orthonormal basis with one orbital per site. The moment of order \(k\) at site \(i\) is

\[
\mu_k(i) = (H^k)_{ii},
\]

the sum over all closed walks of \(k\) steps from \(i\), each weighted by the product of its matrix elements. On-site energies count as steps that stay in place.

For Hermitian \(H\) with distinct eigenvalues \(E_1,\dots,E_m\), let \(w_\alpha(i)\) be the sum of \(|\psi(i)|^2\) over an orthonormal basis of eigenstates \(\psi\) with energy \(E_\alpha\). The local density of states is \(\sum_\alpha w_\alpha(i)\,\delta(E-E_\alpha)\), and \(\mu_k(i)=\sum_\alpha w_\alpha(i)E_\alpha^k\). If sites \(i\) and \(j\) have equal moments, then

\[
\sum_{\alpha=1}^m \bigl(w_\alpha(i)-w_\alpha(j)\bigr)E_\alpha^k=0,\qquad k=0,\dots,m-1 .
\]

The matrix of powers \(E_\alpha^k\) is a Vandermonde matrix with distinct nodes, hence invertible, so all the weights agree. Equal moments therefore mean equal local densities of states.

## Removing a site from the Hamiltonian

Let \(H_i\) be the \(N\times N\) matrix left when row and column \(i\) are deleted: the cluster with a vacancy at \(i\) and everything else unrelaxed. The main theorem, `sameMoments_iff_charpoly_eq`, says

\[
\mu_k(i)=\mu_k(j)\ \text{for all }k
\quad\Longleftrightarrow\quad
\det(x-H_i)=\det(x-H_j).
\]

The right-hand side says that the two vacancy clusters have the same eigenvalues with the same algebraic multiplicities. For a cluster with only two sites, the condition reduces to equality of their on-site energies.

In Lean, the sites are the elements of `Fin (N + 1)`, numbered from 0. `SameMoments H i j` is the left-hand side, with `k` running over all natural numbers. `siteRemoved H i` is \(H_i\); the map `i.succAbove` lists the remaining sites in their old order, skipping `i`, so they are renumbered from 0 to \(N-1\). `charpoly` is the characteristic polynomial. In definitions and lemmas whose matrices are indexed by `Fin N`, the letter `N` is the full matrix size.

The matrix entries are arbitrary complex numbers. Hermiticity is not assumed, so the equivalence also holds for effective Hamiltonians with gain or loss. The Lean theorems end at the moments; the step to the density of states is the Vandermonde argument above, which does use Hermiticity. The model is a finite one-particle matrix: an infinite crystal, a non-orthogonal basis with an overlap matrix, or an interacting many-electron problem would need a separate treatment.

## The moments as a ratio of determinants

Collect the moments at site \(i\) in a formal power series,

\[
m_i(t)=\sum_{k\ge 0} t^k\mu_k(i).
\]

Here \(t\) plays the part of an inverse energy \(1/E\). Only coefficients are compared, so convergence plays no role. Put \(G(t)=\sum_k t^kH^k\). In the product \((1-tH)G(t)\) the coefficient of \(t^0\) is \(1\), and that of \(t^{k+1}\) is \(H^{k+1}-H\,H^k=0\). Hence

\[
(1-tH)\,G(t)=1 .
\]

Write \(D(t)=\det(1-tH)\). The adjugate satisfies \(\operatorname{adj}(1-tH)\,(1-tH)=D(t)\,1\). Multiplying by \(G(t)\) from the right gives

\[
\operatorname{adj}(1-tH)=D(t)\,G(t).
\]

The \(ii\) entry of the adjugate is \((-1)^{i+i}=1\) times the determinant of \(1-tH\) without row and column \(i\). That smaller matrix is \(1-tH_i\). With \(D_i(t)=\det(1-tH_i)\),

\[
D(t)\,m_i(t)=D_i(t).
\]

This is the familiar expression of the diagonal Green function as a ratio of determinants, written as a product.

If the moments at \(i\) and \(j\) agree, then \(m_i=m_j\) and so \(D_i=D_j\). Conversely, suppose \(D_i=D_j\). Then \(D\,m_i=D\,m_j\). Taking determinants in \((1-tH)G=1\) gives \(D\cdot\det G=1\), so \(D\neq0\). A product of non-zero power series over \(\mathbb{C}\) is non-zero, so \(D\) can be cancelled and \(m_i=m_j\).

It remains to pass from \(D_i\) to the characteristic polynomial \(\chi_i(x)=\det(x-H_i)\). Since \(D_i(t)=t^N\chi_i(1/t)\), the coefficient of \(t^k\) in \(D_i\) is the coefficient of \(x^{N-k}\) in \(\chi_i\). Both reduced matrices have size \(N\), so \(D_i=D_j\) exactly when \(\chi_i=\chi_j\).

## Stopping at order N

Write \(D(t)=\sum_p d_pt^p\). The coefficient of \(t^k\) in \(D_i\) is

\[
\sum_{p+q=k} d_p\,\mu_q(i).
\]

For \(k\le N\) it contains only moments of order at most \(N\). For \(k>N\) it vanishes, because \(D_i\) is the determinant of an \(N\times N\) matrix whose entries are linear in \(t\). Agreement of the moments up to order \(N\) thus gives \(D_i=D_j\), and with it agreement at all orders.

## Permutation symmetry is sufficient but not necessary

Let \(\sigma\) be a permutation of the sites with \(H_{\sigma(a)\sigma(b)}=H_{ab}\) for all \(a,b\). The powers of \(H\) inherit this property. It holds for \(H^0=1\), and if it holds for \(H^k\), then relabelling the summation index gives

\[
(H^{k+1})_{\sigma(a)\sigma(b)}
=\sum_c (H^k)_{\sigma(a)\sigma(c)}H_{\sigma(c)\sigma(b)}
=\sum_c (H^k)_{ac}H_{cb}
=(H^{k+1})_{ab}.
\]

Setting \(a=b=i\) shows that \(i\) and \(\sigma(i)\) have equal moments.

The converse fails for the real symmetric matrix

\[
H=\begin{pmatrix}0&1&1\\1&0&-1\\1&-1&1\end{pmatrix}.
\]

Deleting site 0 or site 1 leaves, respectively,

\[
\begin{pmatrix}0&-1\\-1&1\end{pmatrix},\qquad
\begin{pmatrix}0&1\\1&1\end{pmatrix}.
\]

Both have characteristic polynomial \(x^2-x-1\), so sites 0 and 1 have equal moments. A permutation symmetry taking 0 to 1 would have to fix site 2, the only site with on-site energy 1. It would then require \(H_{12}=H_{02}\), that is, \(-1=1\).

The example rules out plain permutations only. Exchanging sites 0 and 1 while reversing the sign of the orbital on site 2 does leave this \(H\) unchanged. A search for equivalent sites that tries only plain permutations leaving \(H\) unchanged would miss the pair.

## The complete Lean file

```lean
import Mathlib

open scoped Polynomial

namespace EquivalentLocalEnvironments

noncomputable section

/-- Two sites have the same local moments: `(H^k)_ii = (H^k)_jj` for every order `k`. -/
def SameMoments {N : ℕ} (H : Matrix (Fin N) (Fin N) ℂ) (i j : Fin N) : Prop :=
  ∀ k : ℕ, (H ^ k) i i = (H ^ k) j j

/-- The matrix left when the row and column of site `i` are deleted. -/
def siteRemoved {N : ℕ} (H : Matrix (Fin (N + 1)) (Fin (N + 1)) ℂ) (i : Fin (N + 1)) :
    Matrix (Fin N) (Fin N) ℂ :=
  H.submatrix i.succAbove i.succAbove

/-- The generating series `∑ t^k (H^k)_ii` of the local moments at site `i`. -/
def momentSeries {N : ℕ} (H : Matrix (Fin N) (Fin N) ℂ) (i : Fin N) : PowerSeries ℂ :=
  PowerSeries.mk fun k => (H ^ k) i i

/-- The matrix `1 - t M`, with entries in the formal power series in `t`. -/
def oneSubT {N : ℕ} (M : Matrix (Fin N) (Fin N) ℂ) :
    Matrix (Fin N) (Fin N) (PowerSeries ℂ) :=
  1 - (PowerSeries.X : PowerSeries ℂ) • M.map (PowerSeries.C (R := ℂ))

/-- The series `∑ t^k H^k` is a right inverse of `1 - t H`. -/
theorem oneSubT_mul_series {N : ℕ} (H : Matrix (Fin N) (Fin N) ℂ) :
    oneSubT H * Matrix.of (fun a b => PowerSeries.mk fun k => (H ^ k) a b) = 1 := by
  rw [oneSubT, sub_mul, one_mul, Matrix.smul_mul]
  ext a b k
  have e : (1 : Matrix (Fin N) (Fin N) (PowerSeries ℂ)) a b
      = PowerSeries.C (R := ℂ) ((1 : Matrix (Fin N) (Fin N) ℂ) a b) := by
    by_cases h : a = b <;> simp [Matrix.one_apply, h]
  rw [Matrix.sub_apply, Matrix.smul_apply, smul_eq_mul, e, map_sub, PowerSeries.coeff_C]
  -- the series telescopes order by order
  rcases k with _ | k
  · rw [PowerSeries.coeff_zero_X_mul]
    simp only [Matrix.of_apply, PowerSeries.coeff_mk, pow_zero, sub_zero, if_true]
  · rw [PowerSeries.coeff_succ_X_mul, Matrix.mul_apply, map_sum]
    simp [pow_succ', Matrix.mul_apply, PowerSeries.coeff_C_mul]

/-- The reversed characteristic polynomial of `M`, read as a power series, is
`det (1 - t M)`. -/
theorem coe_charpolyRev {N : ℕ} (M : Matrix (Fin N) (Fin N) ℂ) :
    ((M.charpolyRev : ℂ[X]) : PowerSeries ℂ) = (oneSubT M).det := by
  change Polynomial.coeToPowerSeries.ringHom (Matrix.det _) = _
  rw [RingHom.map_det]
  congr 1
  ext1 a b
  by_cases h : a = b <;> simp [oneSubT, h] <;> exact mul_comm _ _

/-- The local moments as a ratio of determinants, in product form:
`det (1 - t H) * ∑ t^k (H^k)_ii = det (1 - t H_i)`, where `H_i` is `H` without site `i`. -/
theorem det_mul_momentSeries {N : ℕ} (H : Matrix (Fin (N + 1)) (Fin (N + 1)) ℂ)
    (i : Fin (N + 1)) :
    ((H.charpolyRev : ℂ[X]) : PowerSeries ℂ) * momentSeries H i
      = (((siteRemoved H i).charpolyRev : ℂ[X]) : PowerSeries ℂ) := by
  -- the adjugate is the determinant times the series of powers
  have hadj : (oneSubT H).adjugate = (oneSubT H).det •
      Matrix.of (fun a b => PowerSeries.mk fun k => (H ^ k) a b) := by
    rw [← Matrix.mul_one (oneSubT H).adjugate, ← oneSubT_mul_series H, ← Matrix.mul_assoc,
      Matrix.adjugate_mul, Matrix.smul_mul, Matrix.one_mul]
  -- its diagonal entry is the determinant with site i removed
  have hsub : (oneSubT H).submatrix i.succAbove i.succAbove = oneSubT (siteRemoved H i) := by
    ext1 a b
    simp [oneSubT, siteRemoved, Matrix.one_apply]
  have hii := congrFun (congrFun hadj i) i
  rw [Matrix.adjugate_fin_succ_eq_det_submatrix, Even.neg_one_pow ⟨(i : ℕ), rfl⟩, one_mul,
    hsub] at hii
  rw [coe_charpolyRev, coe_charpolyRev]
  exact hii.symm

/-- For two matrices of the same size, `det (1 - t M)` and the characteristic polynomial
carry the same information. -/
theorem charpolyRev_eq_iff {N : ℕ} (M M' : Matrix (Fin N) (Fin N) ℂ) :
    M.charpolyRev = M'.charpolyRev ↔ M.charpoly = M'.charpoly := by
  constructor
  · intro h
    rw [← Matrix.reverse_charpoly, ← Matrix.reverse_charpoly, Polynomial.reverse,
      Polynomial.reverse, Matrix.charpoly_natDegree_eq_dim,
      Matrix.charpoly_natDegree_eq_dim] at h
    ext k
    have hk := congrArg (fun p => Polynomial.coeff p
      (Polynomial.revAt (Fintype.card (Fin N)) k)) h
    simpa only [Polynomial.coeff_reflect, Polynomial.revAt_invol] using hk
  · intro h
    rw [← Matrix.reverse_charpoly, ← Matrix.reverse_charpoly, h]

/-- Two sites have the same local moments at every order if and only if deleting one or the
other leaves matrices with the same characteristic polynomial. -/
theorem sameMoments_iff_charpoly_eq {N : ℕ} (H : Matrix (Fin (N + 1)) (Fin (N + 1)) ℂ)
    (i j : Fin (N + 1)) :
    SameMoments H i j ↔ (siteRemoved H i).charpoly = (siteRemoved H j).charpoly := by
  rw [← charpolyRev_eq_iff]
  constructor
  · intro h
    have hs : momentSeries H i = momentSeries H j := by
      unfold momentSeries
      congr 1
      funext k
      exact h k
    apply Polynomial.coe_inj.1
    rw [← det_mul_momentSeries H i, ← det_mul_momentSeries H j, hs]
  · intro h k
    -- det (1 - t H) is invertible, hence can be cancelled
    have hne : ((H.charpolyRev : ℂ[X]) : PowerSeries ℂ) ≠ 0 := by
      intro h0
      rw [coe_charpolyRev] at h0
      have hd := congrArg Matrix.det (oneSubT_mul_series H)
      rw [Matrix.det_mul, h0, zero_mul, Matrix.det_one] at hd
      exact zero_ne_one hd
    have hs : momentSeries H i = momentSeries H j := by
      apply mul_left_cancel₀ hne
      rw [det_mul_momentSeries, det_mul_momentSeries, h]
    have hk := congrArg (fun s => PowerSeries.coeff k s) hs
    simpa only [momentSeries, PowerSeries.coeff_mk] using hk

/-- On `N + 1` sites, agreement of the local moments up to order `N` forces agreement at
every order. -/
theorem sameMoments_of_le {N : ℕ} (H : Matrix (Fin (N + 1)) (Fin (N + 1)) ℂ)
    (i j : Fin (N + 1)) (h : ∀ k ≤ N, (H ^ k) i i = (H ^ k) j j) : SameMoments H i j := by
  rw [sameMoments_iff_charpoly_eq, ← charpolyRev_eq_iff]
  ext k
  by_cases hk : k ≤ N
  · -- low orders involve only the moments that are known to agree
    rw [← Polynomial.coeff_coe, ← Polynomial.coeff_coe, ← det_mul_momentSeries H i,
      ← det_mul_momentSeries H j, PowerSeries.coeff_mul, PowerSeries.coeff_mul]
    apply Finset.sum_congr rfl
    intro p hp
    have hp' := Finset.HasAntidiagonal.mem_antidiagonal.1 hp
    simp only [momentSeries, PowerSeries.coeff_mk]
    rw [h p.2 (by omega)]
  · -- both determinants have degree at most N
    have hz : ∀ M : Matrix (Fin N) (Fin N) ℂ, M.charpolyRev.coeff k = 0 := by
      intro M
      apply Polynomial.coeff_eq_zero_of_natDegree_lt
      have hd := Polynomial.reverse_natDegree_le M.charpoly
      rw [Matrix.charpoly_natDegree_eq_dim, Fintype.card_fin, Matrix.reverse_charpoly] at hd
      omega
    rw [hz, hz]

/-- Sites related by a permutation that leaves `H` unchanged have the same local moments. -/
theorem sameMoments_of_symmetry {N : ℕ} (H : Matrix (Fin N) (Fin N) ℂ)
    (σ : Equiv.Perm (Fin N)) (h : ∀ a b, H (σ a) (σ b) = H a b) (i : Fin N) :
    SameMoments H i (σ i) := by
  have hp : ∀ (k : ℕ) (a b : Fin N), (H ^ k) (σ a) (σ b) = (H ^ k) a b := by
    intro k
    induction k with
    | zero => intro a b; simp [Matrix.one_apply]
    | succ k ih =>
      intro a b
      rw [pow_succ, Matrix.mul_apply, Matrix.mul_apply, ← Equiv.sum_comp σ]
      exact Finset.sum_congr rfl fun c _ => by rw [ih, h]
  exact fun k => (hp k i i).symm

/-- A real symmetric three-site Hamiltonian with one coupling of opposite sign and a shifted
on-site energy at site 2. -/
def signedTriangle : Matrix (Fin 3) (Fin 3) ℂ :=
  !![0, 1, 1; 1, 0, -1; 1, -1, 1]

/-- In the signed triangle, sites 0 and 1 have the same local moments, yet no permutation
that leaves the Hamiltonian unchanged carries site 0 to site 1. -/
theorem signedTriangle_sameMoments_without_symmetry :
    SameMoments signedTriangle 0 1 ∧
      ¬ ∃ σ : Equiv.Perm (Fin 3), σ 0 = 1 ∧
        ∀ a b, signedTriangle (σ a) (σ b) = signedTriangle a b := by
  constructor
  · have h0 : siteRemoved signedTriangle 0 = !![0, -1; -1, 1] := by
      ext a b
      fin_cases a <;> fin_cases b <;> rfl
    have h1 : siteRemoved signedTriangle 1 = !![0, 1; 1, 1] := by
      ext a b
      fin_cases a <;> fin_cases b <;> rfl
    rw [sameMoments_iff_charpoly_eq, h0, h1, Matrix.charpoly_fin_two, Matrix.charpoly_fin_two]
    simp [Matrix.trace_fin_two, Matrix.det_fin_two]
  · rintro ⟨σ, h0, h⟩
    -- the on-site energy pins site 2
    have h2 : σ 2 = 2 := by
      have h22 := h 2 2
      generalize σ 2 = c at h22 ⊢
      fin_cases c <;> simp [signedTriangle] at h22 ⊢
    have h02 : (-1 : ℂ) = 1 := by
      have h' := h 0 2
      rw [h0, h2] at h'
      exact h'
    norm_num at h02

end

end EquivalentLocalEnvironments
```

```lean
#print axioms EquivalentLocalEnvironments.sameMoments_iff_charpoly_eq
#print axioms EquivalentLocalEnvironments.sameMoments_of_le
#print axioms EquivalentLocalEnvironments.sameMoments_of_symmetry
#print axioms EquivalentLocalEnvironments.signedTriangle_sameMoments_without_symmetry
```

```
'EquivalentLocalEnvironments.sameMoments_iff_charpoly_eq' depends on axioms: [propext, Classical.choice, Quot.sound]
'EquivalentLocalEnvironments.sameMoments_of_le' depends on axioms: [propext, Classical.choice, Quot.sound]
'EquivalentLocalEnvironments.sameMoments_of_symmetry' depends on axioms: [propext, Classical.choice, Quot.sound]
'EquivalentLocalEnvironments.signedTriangle_sameMoments_without_symmetry' depends on axioms: [propext, Classical.choice, Quot.sound]
```

## From the power series to the equivalence

`oneSubT H` is the matrix \(1-tH\) with power-series entries, and `PowerSeries.X` is \(t\). The lemma `oneSubT_mul_series` proves \((1-tH)G=1\) by comparing the coefficient of order `k` in each matrix entry. The split `rcases k with _ | k` separates order zero from the higher orders, where `pow_succ'` supplies \(H^{k+1}=H\,H^k\) and the two terms cancel.

Mathlib's `charpolyRev` is the polynomial \(\det(1-tM)\). The lemma `coe_charpolyRev` identifies it, read as a power series, with the determinant of `oneSubT M`. Its main step, `RingHom.map_det`, moves the conversion from polynomials to power series inside the determinant.

The identity \(D\,m_i=D_i\) is `det_mul_momentSeries`. Its intermediate statement `hadj` is \(\operatorname{adj}(1-tH)=D\,G\), and `hsub` says that deleting site \(i\) from \(1-tH\) gives \(1-tH_i\). The cofactor formula is `Matrix.adjugate_fin_succ_eq_det_submatrix`, and `Even.neg_one_pow` turns its sign \((-1)^{i+i}\) into 1.

The reversal of coefficients is handled by `charpolyRev_eq_iff`. The degree of each characteristic polynomial is the matrix size, so both coefficient lists are reflected about the same point. Reflecting a second time, with `Polynomial.revAt_invol`, recovers the original coefficients.

In `sameMoments_iff_charpoly_eq`, the forward direction turns equal moments into equal series and applies the determinant identity at both sites. `Polynomial.coe_inj` then takes the equality from power series back to polynomials. In the reverse direction, `hne` is \(D\neq0\), obtained from \(D\cdot\det G=1\), and `mul_left_cancel₀` performs the cancellation.

## Finite order, permutations and the signed triangle

`sameMoments_of_le` first uses the equivalence to replace its goal by \(D_i=D_j\), then compares coefficients. For `k ≤ N`, `PowerSeries.coeff_mul` expands each one into the sum over \(p+q=k\), and `omega` checks that \(q\le N\), so the hypothesis applies to every term. For larger `k`, the degree bound in `hz` makes both coefficients zero.

`sameMoments_of_symmetry` is the induction on powers, with `Equiv.sum_comp σ` relabelling the summed site.

The last theorem concerns `signedTriangle`, the three-site matrix above. Its first half computes the two reduced matrices and compares their characteristic polynomials through trace and determinant. Its second half assumes a permutation symmetry with `σ 0 = 1`, derives `σ 2 = 2` from the on-site energy by checking the three possible images, and reaches \(-1=1\) from the coupling between sites 0 and 2.
